# Between a determinant of orthonormal orbitals and a double excitation, the pair interaction is a direct minus an exchange integral

If two orbitals of a Slater determinant of orthonormal orbitals are replaced by orbitals orthogonal to all the old ones, the pair interaction between the old and new determinants is one direct integral minus one exchange integral. But each determinant has $N!$ terms, and every pair of electrons interacts. Where do the other terms go, and why is no factor of $N!$ or $\tfrac12$ left?

## Spectator overlaps remove the other terms

For orthonormal $a_i$, symmetric $v$, and $c,d$ orthogonal to every $a_i$, replacing $a_p$ by $c$ and $a_q$ by $d$ ($p\ne q$) gives

$$\langle\Phi_a|V|\Phi_b\rangle=\sum_{x,y}\overline{a_p(x)a_q(y)}\,v(x,y)\,[c(x)d(y)-d(x)c(y)].$$

Here $b$ is the new orbital list, $V=\frac12\sum_{k\ne l}v(x_k,x_l)$, and $\Phi_a=(N!)^{-1/2}\sum_\sigma\varepsilon(\sigma)\prod_i a_{\sigma(i)}(x_i)$, with $\varepsilon$ the sign of a permutation.

Expand $\Phi_a$ and relabel the particles in each term. The sign from $\Phi_b$ cancels $\varepsilon(\sigma)$, and $V$ is unchanged, so all $N!$ terms are equal. They cancel the two prefactors once $\Phi_b$ is expanded too:

$$\langle\Phi_a|V|\Phi_b\rangle=\sum_\tau\varepsilon(\tau)\sum_{x_1,\dots,x_N}\prod_i\overline{a_i(x_i)}\,b_{\tau(i)}(x_i)\,V.$$

For one interacting pair $(k,l)$, the configuration sum factorises into

$$\prod_{m\ne k,l}\langle a_m|b_{\tau(m)}\rangle\sum_{x,y}\overline{a_k(x)a_l(y)}\,v(x,y)\,b_{\tau(k)}(x)b_{\tau(l)}(y).$$

Call every particle $m\ne k,l$ a spectator. Its orbital $a_m$ has zero overlap with $c$, $d$ and every $a_j$ with $j\ne m$. A surviving term therefore needs $\tau(m)=m$ and $m\ne p,q$ for all spectators. Hence $\{k,l\}=\{p,q\}$, and $\tau$ is the identity (direct part) or the swap of $p$ and $q$ (exchange part, with a minus sign). The orders $(p,q)$ and $(q,p)$ contribute equally because $v$ is symmetric, which cancels the $\tfrac12$.

## Two particles on four points

At $N=2$ there are no spectators. Take

$$a_p=\tfrac12(1,1,1,1),\quad a_q=\tfrac12(1,1,-1,-1),$$
$$c=\tfrac12(1,-1,1,-1),\quad d=\tfrac12(1,-1,-1,1),$$

with $v(1,3)=v(3,1)=8$ and $v=0$ otherwise. The direct integral is $1$ and the exchange integral is $-1$, so the element is $2$. Directly, both determinants equal $-1/(2\sqrt2)$ at $(1,3)$, and both change sign at $(3,1)$: $2\cdot8\cdot\frac18=2$.

## What the Lean statement says

`X` is a finite set of one-particle coordinates, which may include spin; `Fin N` labels both orbitals and particles, starting from 0. `slater`, `pairEnergy` and `pairElement` are $\Phi$, $V$ and the matrix element; `overlap` conjugates its first argument. `doubleExcite` puts $c$ in slot $p$ and $d$ in slot $q$, which fixes the overall sign.

In `double_excitation_rule`, `ha` is orthonormality, `hc` and `hd` are the orthogonality of $c$ and $d$ to the $a_i$, and `hv` is the symmetry of $v$. The new determinant is normalised if $c,d$ are orthonormal, but the formula doesn't require that.

`triple_excitation_vanishes` gives zero when three orbitals of the second determinant are orthogonal to all the $a_i$. It needs neither orthonormality nor symmetric $v$.

Both theorems concern the pair interaction alone, not one-body operators. Passing from finite sums to Coulomb integrals over continuous space is a further step. In configuration interaction, elements of this form couple the Hartree-Fock reference to double excitations. One-body operators add nothing to them: they act on one particle at a time, so at least one of $c$ and $d$ falls on a particle that isn't acted on and gives a zero overlap.

```lean
import Mathlib

open scoped ComplexConjugate

namespace DoubleExcitation

noncomputable section

local notation "ε(" σ ")" => (((Equiv.Perm.sign σ : ℤˣ) : ℤ) : ℂ)

variable {X : Type*} {N : ℕ}

/-- The Slater determinant of the orbitals `a`, with prefactor one over the root of `N!`. -/
def slater (a : Fin N → X → ℂ) (x : Fin N → X) : ℂ :=
  (((√(N.factorial : ℝ))⁻¹ : ℝ) : ℂ) * Matrix.det (Matrix.of fun i j => a i (x j))

/-- The pair interaction of a configuration: half the sum of `v` over ordered pairs of
distinct particles. -/
def pairEnergy (v : X → X → ℂ) (x : Fin N → X) : ℂ :=
  (1 / 2) * ∑ k, ∑ l, if k ≠ l then v (x k) (x l) else 0

/-- The orbitals `a` with `a p` replaced by `c` and, for `q ≠ p`, `a q` replaced by `d`. -/
def doubleExcite (a : Fin N → X → ℂ) (p q : Fin N) (c d : X → ℂ) : Fin N → X → ℂ :=
  fun i => if i = p then c else if i = q then d else a i

/-- Permuting the particles multiplies a Slater determinant by the sign of the permutation. -/
theorem slater_perm (a : Fin N → X → ℂ) (x : Fin N → X) (σ : Equiv.Perm (Fin N)) :
    slater a (x ∘ σ) = ε(σ) * slater a x := by
  have h := Matrix.det_permute' σ (Matrix.of fun i j => a i (x j))
  have e : (Matrix.of fun i j => a i ((x ∘ σ) j)) =
      (Matrix.of fun i j => a i (x j)).submatrix id σ := rfl
  unfold slater
  rw [e, h]
  ring

/-- The pair interaction does not change when the particles are permuted. -/
theorem pairEnergy_perm (v : X → X → ℂ) (x : Fin N → X) (σ : Equiv.Perm (Fin N)) :
    pairEnergy v (x ∘ σ) = pairEnergy v x := by
  unfold pairEnergy
  congr 1
  refine Fintype.sum_equiv σ _ _ fun k => Fintype.sum_equiv σ _ _ fun l => ?_
  simp

variable [Fintype X]

/-- The inner product of two orbitals. -/
def overlap (f g : X → ℂ) : ℂ := ∑ x, conj (f x) * g x

/-- The matrix element of the pair interaction between two Slater determinants. -/
def pairElement (v : X → X → ℂ) (a b : Fin N → X → ℂ) : ℂ :=
  ∑ x : Fin N → X, conj (slater a x) * pairEnergy v x * slater b x

/-- The interaction of particles `k` and `l` between the Hartree product of `a` and the
Hartree product of `b` permuted by `τ`. -/
def pairTerm (v : X → X → ℂ) (a b : Fin N → X → ℂ) (τ : Equiv.Perm (Fin N))
    (k l : Fin N) : ℂ :=
  ∑ x : Fin N → X, (∏ i, conj (a i (x i)) * b (τ i) (x i)) * v (x k) (x l)

/-- For a function `W` of the configuration that is symmetric in the particles, the matrix element
between two Slater determinants equals the one between the Hartree product of `a` and the
determinant of `b` without its prefactor. -/
theorem symmetric_element (W : (Fin N → X) → ℂ)
    (hW : ∀ (σ : Equiv.Perm (Fin N)) x, W (x ∘ σ) = W x) (a b : Fin N → X → ℂ) :
    ∑ x, conj (slater a x) * W x * slater b x =
      ∑ τ : Equiv.Perm (Fin N),
        ε(τ) * ∑ x : Fin N → X, (∏ i, conj (a i (x i)) * b (τ i) (x i)) * W x := by
  obtain ⟨c, hc⟩ : ∃ c : ℝ, c = (√(N.factorial : ℝ))⁻¹ := ⟨_, rfl⟩
  have hpos : (0 : ℝ) < N.factorial := Nat.cast_pos.mpr N.factorial_pos
  have hcc : (c : ℂ) * c * (N.factorial : ℂ) = 1 := by
    have : c * c * (N.factorial : ℝ) = 1 := by
      rw [hc, ← mul_inv, Real.mul_self_sqrt hpos.le, inv_mul_cancel₀ hpos.ne']
    exact_mod_cast this
  have hdet : ∀ (b : Fin N → X → ℂ) x, slater b x =
      (c : ℂ) * ∑ τ : Equiv.Perm (Fin N), ε(τ) * ∏ i, b (τ i) (x i) := by
    intro b x
    rw [slater, ← hc, Matrix.det_apply']
    rfl
  -- relabelling the particles makes all terms of the first determinant equal
  have key : ∀ σ : Equiv.Perm (Fin N),
      ∑ x, (c : ℂ) * ((ε(σ) * ∏ i, conj (a (σ i) (x i))) * (W x * slater b x)) =
      c * ∑ x, (∏ i, conj (a i (x i))) * (W x * slater b x) := by
    intro σ
    rw [← Finset.mul_sum]
    congr 1
    let e : (Fin N → X) ≃ (Fin N → X) :=
      ⟨fun y => y ∘ σ, fun y => y ∘ σ.symm, fun y => by funext i; simp,
        fun y => by funext i; simp⟩
    refine (Fintype.sum_equiv e _ _ fun y => ?_).symm
    change _ = (ε(σ) * ∏ i, conj (a (σ i) (y (σ i)))) * (W (y ∘ σ) * slater b (y ∘ σ))
    have hp : ∏ i, conj (a (σ i) (y (σ i))) = ∏ i, conj (a i (y i)) :=
      Equiv.prod_comp σ (fun i => conj (a i (y i)))
    have hs : ε(σ) * ε(σ) = 1 := by
      rcases Int.units_eq_one_or (Equiv.Perm.sign σ) with h | h <;> simp [h]
    rw [hW, slater_perm, hp]
    linear_combination (-(∏ i, conj (a i (y i))) * (W y * slater b y)) * hs
  have h1 : ∀ x, conj (slater a x) * W x * slater b x = ∑ σ : Equiv.Perm (Fin N),
      (c : ℂ) * ((ε(σ) * ∏ i, conj (a (σ i) (x i))) * (W x * slater b x)) := by
    intro x
    rw [hdet a x, ← Finset.mul_sum, ← Finset.sum_mul]
    simp only [map_mul, map_sum, map_prod, Complex.conj_ofReal, map_intCast]
    ring
  have h3 : ∑ x, (∏ i, conj (a i (x i))) * (W x * slater b x) =
      c * ∑ τ : Equiv.Perm (Fin N),
        ε(τ) * ∑ x : Fin N → X, (∏ i, conj (a i (x i)) * b (τ i) (x i)) * W x := by
    simp only [hdet b, Finset.mul_sum, Finset.prod_mul_distrib]
    rw [Finset.sum_comm]
    exact Finset.sum_congr rfl fun _ _ => Finset.sum_congr rfl fun _ _ => by ring
  have fin : ∀ R : ℂ, (N.factorial : ℂ) * (c * (c * R)) = R :=
    fun R => by linear_combination R * hcc
  rw [Finset.sum_congr rfl fun x _ => h1 x, Finset.sum_comm,
    Finset.sum_congr rfl fun σ _ => key σ, Finset.sum_const, Finset.card_univ,
    Fintype.card_perm, Fintype.card_fin, nsmul_eq_mul, h3, fin]

/-- The matrix element is half the signed sum of pair terms over permutations and ordered
pairs of distinct particles. -/
theorem pairElement_eq (v : X → X → ℂ) (a b : Fin N → X → ℂ) :
    pairElement v a b = (1 / 2) * ∑ k, ∑ l, if k ≠ l then
      ∑ τ : Equiv.Perm (Fin N), ε(τ) * pairTerm v a b τ k l else 0 := by
  have h : ∀ τ : Equiv.Perm (Fin N),
      ∑ x : Fin N → X, (∏ i, conj (a i (x i)) * b (τ i) (x i)) * pairEnergy v x =
      (1 / 2) * ∑ k, ∑ l, if k ≠ l then pairTerm v a b τ k l else 0 := by
    intro τ
    simp only [pairEnergy, Finset.mul_sum]
    rw [Finset.sum_comm]
    refine Finset.sum_congr rfl fun k _ => ?_
    rw [Finset.sum_comm]
    refine Finset.sum_congr rfl fun l _ => ?_
    by_cases h : k ≠ l
    · simp only [if_pos h, pairTerm, Finset.mul_sum]
      exact Finset.sum_congr rfl fun _ _ => by ring
    · simp only [if_neg h, mul_zero, Finset.sum_const_zero]
  rw [pairElement, symmetric_element (pairEnergy v) (fun σ x => pairEnergy_perm v x σ),
    Finset.sum_congr rfl fun τ _ => congrArg (ε(τ) * ·) (h τ)]
  simp only [Finset.mul_sum]
  rw [Finset.sum_comm]
  refine Finset.sum_congr rfl fun k _ => ?_
  rw [Finset.sum_comm]
  refine Finset.sum_congr rfl fun l _ => ?_
  by_cases h : k ≠ l
  · simp only [if_pos h, Finset.mul_sum]
    exact Finset.sum_congr rfl fun _ _ => by ring
  · simp only [if_neg h, mul_zero, Finset.sum_const_zero]

/-- For two distinct particles `k` and `l`, the sum over configurations of a product function
times `v` factorises: every other particle is summed on its own. -/
theorem pair_factor (f : Fin N → X → ℂ) (v : X → X → ℂ) {k l : Fin N} (hkl : k ≠ l) :
    ∑ x : Fin N → X, (∏ i, f i (x i)) * v (x k) (x l) = ∑ s, ∑ t, v s t *
      ∏ i, (if i = k then f k s else if i = l then f l t else ∑ y, f i y) := by
  classical
  -- pin particle k at s and particle l at t
  let g : X → X → Fin N → X → ℂ := fun s t i y =>
    if i = k then (if y = s then f i y else 0)
    else if i = l then (if y = t then f i y else 0) else f i y
  have h1 : ∀ s t, ∏ i, (if i = k then f k s else if i = l then f l t else ∑ y, f i y) =
      ∑ x : Fin N → X, ∏ i, g s t i (x i) := by
    intro s t
    have e : ∏ i, ∑ y, g s t i y = ∑ x : Fin N → X, ∏ i, g s t i (x i) := by
      rw [Finset.prod_univ_sum, Fintype.piFinset_univ]
    rw [← e]
    refine Finset.prod_congr rfl fun i _ => ?_
    by_cases hk : i = k
    · simp [g, hk]
    · by_cases hl : i = l
      · simp [g, hl, hkl.symm]
      · simp [g, hk, hl]
  symm
  calc _ = ∑ s, ∑ t, ∑ x : Fin N → X, v s t * ∏ i, g s t i (x i) := by
        simp only [h1, Finset.mul_sum]
    _ = ∑ x : Fin N → X, ∑ s, ∑ t, v s t * ∏ i, g s t i (x i) :=
        (Finset.sum_congr rfl fun s _ => Finset.sum_comm).trans Finset.sum_comm
    _ = _ := by
        refine Finset.sum_congr rfl fun x _ => ?_
        rw [Finset.sum_eq_single (x k), Finset.sum_eq_single (x l)]
        · have h2 : ∀ i, g (x k) (x l) i (x i) = f i (x i) := by
            intro i
            by_cases hk : i = k
            · simp [g, hk]
            · by_cases hl : i = l
              · simp [g, hl, hkl.symm]
              · simp [g, hk, hl]
          simp only [h2]
          ring
        · intro t _ ht
          exact mul_eq_zero_of_right _ (Finset.prod_eq_zero (Finset.mem_univ l)
            (by simp [g, hkl.symm, Ne.symm ht]))
        · simp
        · intro s _ hs
          exact Finset.sum_eq_zero fun t _ => mul_eq_zero_of_right _
            (Finset.prod_eq_zero (Finset.mem_univ k) (by simp [g, Ne.symm hs]))
        · simp

/-- A pair term of distinct particles vanishes if some other particle has zero overlap. -/
theorem pairTerm_eq_zero (v : X → X → ℂ) (a b : Fin N → X → ℂ) (τ : Equiv.Perm (Fin N))
    {k l m : Fin N} (hkl : k ≠ l) (mk : m ≠ k) (ml : m ≠ l)
    (h0 : overlap (a m) (b (τ m)) = 0) : pairTerm v a b τ k l = 0 := by
  unfold pairTerm
  rw [pair_factor (fun i y => conj (a i y) * b (τ i) y) v hkl]
  refine Finset.sum_eq_zero fun s _ => Finset.sum_eq_zero fun t _ =>
    mul_eq_zero_of_right _ (Finset.prod_eq_zero (Finset.mem_univ m) ?_)
  rw [if_neg mk, if_neg ml]
  exact h0

/-- If all other particles have overlap one, a pair term of distinct particles is a
two-particle integral. -/
theorem pairTerm_eq (v : X → X → ℂ) (a b : Fin N → X → ℂ) (τ : Equiv.Perm (Fin N))
    {k l : Fin N} (hkl : k ≠ l)
    (h1 : ∀ m, m ≠ k → m ≠ l → overlap (a m) (b (τ m)) = 1) :
    pairTerm v a b τ k l =
      ∑ x, ∑ y, conj (a k x * a l y) * v x y * (b (τ k) x * b (τ l) y) := by
  unfold pairTerm
  rw [pair_factor (fun i y => conj (a i y) * b (τ i) y) v hkl]
  refine Finset.sum_congr rfl fun s _ => Finset.sum_congr rfl fun t _ => ?_
  have h2 : ∀ i, (if i = k then conj (a k s) * b (τ k) s else
      if i = l then conj (a l t) * b (τ l) t else ∑ y, conj (a i y) * b (τ i) y) =
      (if i = k then conj (a k s) * b (τ k) s else 1) *
      (if i = l then conj (a l t) * b (τ l) t else 1) := by
    intro i
    by_cases hk : i = k
    · simp [hk, hkl]
    · by_cases hl : i = l
      · simp [hl, hkl.symm]
      · simp only [if_neg hk, if_neg hl, mul_one]
        exact h1 i hk hl
  simp only [h2, Finset.prod_mul_distrib, Finset.prod_ite_eq', Finset.mem_univ, if_true,
    map_mul]
  ring

/-- **Double-excitation Slater-Condon rule.** For orthonormal `a`, symmetric `v`, and `c`, `d`
orthogonal to every `a i`, replacing two distinct orbitals `a p`, `a q` by `c`, `d` gives
a matrix element equal to the direct minus the exchange integral. -/
theorem double_excitation_rule (v : X → X → ℂ) (hv : ∀ x y, v x y = v y x)
    (a : Fin N → X → ℂ) (ha : ∀ i j, overlap (a i) (a j) = if i = j then 1 else 0)
    (c d : X → ℂ) (hc : ∀ i, overlap (a i) c = 0) (hd : ∀ i, overlap (a i) d = 0)
    {p q : Fin N} (hpq : p ≠ q) :
    pairElement v a (doubleExcite a p q c d) =
      ∑ x, ∑ y, conj (a p x * a q y) * v x y * (c x * d y - d x * c y) := by
  obtain ⟨b, hb⟩ : ∃ b, b = doubleExcite a p q c d := ⟨_, rfl⟩
  rw [← hb]
  have hbp : b p = c := by simp [hb, doubleExcite]
  have hbq : b q = d := by simp [hb, doubleExcite, hpq.symm]
  have hbo : ∀ i, i ≠ p → i ≠ q → b i = a i := by
    intro i h h'
    simp [hb, doubleExcite, h, h']
  -- in a surviving term every spectator keeps its orbital
  have surv : ∀ τ k l, k ≠ l → pairTerm v a b τ k l ≠ 0 →
      ∀ m, m ≠ k → m ≠ l → τ m = m ∧ m ≠ p ∧ m ≠ q := by
    intro τ k l hkl hT m mk ml
    by_contra hcon
    apply hT
    apply pairTerm_eq_zero v a b τ hkl mk ml
    by_cases h1 : τ m = p
    · rw [h1, hbp]
      exact hc m
    by_cases h2 : τ m = q
    · rw [h2, hbq]
      exact hd m
    rw [hbo _ h1 h2, ha, if_neg]
    intro h3
    exact hcon ⟨h3.symm, fun e => h1 (h3.symm.trans e), fun e => h2 (h3.symm.trans e)⟩
  have perms : ∀ τ : Equiv.Perm (Fin N), (∀ m, m ≠ p → m ≠ q → τ m = m) →
      τ = 1 ∨ τ = Equiv.swap p q := by
    intro τ h
    have hp : τ p = p ∨ τ p = q := by
      by_contra hn
      have hn := not_or.mp hn
      exact hn.1 (τ.injective (h (τ p) hn.1 hn.2))
    have hq : τ q = p ∨ τ q = q := by
      by_contra hn
      have hn := not_or.mp hn
      exact hn.2 (τ.injective (h (τ q) hn.1 hn.2))
    rcases hp with hp | hp
    · have hq' := hq.resolve_left fun e => hpq (τ.injective (hp.trans e.symm))
      refine Or.inl (Equiv.ext fun m => ?_)
      by_cases e1 : m = p
      · rw [e1, hp, Equiv.Perm.one_apply]
      by_cases e2 : m = q
      · rw [e2, hq', Equiv.Perm.one_apply]
      rw [h m e1 e2, Equiv.Perm.one_apply]
    · have hq' := hq.resolve_right fun e => hpq (τ.injective (hp.trans e.symm))
      refine Or.inr (Equiv.ext fun m => ?_)
      by_cases e1 : m = p
      · rw [e1, hp, Equiv.swap_apply_left]
      by_cases e2 : m = q
      · rw [e2, hq', Equiv.swap_apply_right]
      rw [h m e1 e2, Equiv.swap_apply_of_ne_of_ne e1 e2]
  -- the identity gives the direct part, the swap the exchange part
  have hG : ∑ τ : Equiv.Perm (Fin N), ε(τ) * pairTerm v a b τ p q =
      ∑ x, ∑ y, conj (a p x * a q y) * v x y * (c x * d y - d x * c y) := by
    have hne : (1 : Equiv.Perm (Fin N)) ≠ Equiv.swap p q := fun e => hpq (by
      have := congrArg (fun s : Equiv.Perm (Fin N) => s p) e
      simpa using this)
    rw [← Finset.sum_subset (Finset.subset_univ {1, Equiv.swap p q}), Finset.sum_pair hne,
      pairTerm_eq v a b 1 hpq fun m h h' => by
        rw [Equiv.Perm.one_apply, hbo m h h', ha, if_pos rfl],
      pairTerm_eq v a b (Equiv.swap p q) hpq fun m h h' => by
        rw [Equiv.swap_apply_of_ne_of_ne h h', hbo m h h', ha, if_pos rfl]]
    · simp only [Equiv.Perm.sign_one, Equiv.Perm.sign_swap hpq, Equiv.Perm.one_apply,
        Equiv.swap_apply_left, Equiv.swap_apply_right, hbp, hbq, Units.val_neg,
        Units.val_one, Int.cast_neg, Int.cast_one, mul_sub, Finset.sum_sub_distrib]
      ring
    · intro τ _ hτ
      by_contra h0
      have h := surv τ p q hpq fun e => h0 (by rw [e, mul_zero])
      rcases perms τ (fun m h1 h2 => (h m h1 h2).1) with e | e <;> simp [e] at hτ
  have hT : ∀ τ, pairTerm v a b τ q p = pairTerm v a b τ p q := fun τ =>
    Finset.sum_congr rfl fun x _ => by rw [hv (x q) (x p)]
  rw [pairElement_eq, ← hG]
  obtain ⟨S, hS⟩ : ∃ S, S = ∑ τ : Equiv.Perm (Fin N), ε(τ) * pairTerm v a b τ p q :=
    ⟨_, rfl⟩
  -- only the particle pairs (p, q) and (q, p) contribute
  have hsum : ∀ k l, (if k ≠ l then
      ∑ τ : Equiv.Perm (Fin N), ε(τ) * pairTerm v a b τ k l else 0) =
      (if l = q ∧ k = p then S else 0) + (if l = p ∧ k = q then S else 0) := by
    intro k l
    by_cases h1 : l = q ∧ k = p
    · rw [h1.1, h1.2, if_pos hpq, ← hS]
      simp [hpq]
    by_cases h2 : l = p ∧ k = q
    · rw [h2.1, h2.2, if_pos hpq.symm]
      simp only [hT]
      rw [← hS]
      simp [hpq]
    rw [if_neg h1, if_neg h2, add_zero]
    by_cases hkl : k ≠ l
    · rw [if_pos hkl]
      refine Finset.sum_eq_zero fun τ _ => ?_
      by_contra h0
      have s := surv τ k l hkl fun e => h0 (by rw [e, mul_zero])
      have hp : p = k ∨ p = l := by
        by_contra hn
        exact (s p (not_or.mp hn).1 (not_or.mp hn).2).2.1 rfl
      have hq : q = k ∨ q = l := by
        by_contra hn
        exact (s q (not_or.mp hn).1 (not_or.mp hn).2).2.2 rfl
      rcases hp with e | e <;> rcases hq with e' | e'
      · exact hpq (e.trans e'.symm)
      · exact h1 ⟨e'.symm, e.symm⟩
      · exact h2 ⟨e.symm, e'.symm⟩
      · exact hpq (e.trans e'.symm)
    · rw [if_neg hkl]
  rw [Finset.sum_congr rfl fun k _ => Finset.sum_congr rfl fun l _ => hsum k l, ← hS]
  simp only [Finset.sum_add_distrib, ite_and, Finset.sum_ite_eq', Finset.mem_univ, if_true]
  ring

/-- If three distinct orbitals of the second determinant are orthogonal to all orbitals of
the first, the pair interaction has zero matrix element between them. -/
theorem triple_excitation_vanishes (v : X → X → ℂ) (a b : Fin N → X → ℂ) {p q r : Fin N}
    (hpq : p ≠ q) (hpr : p ≠ r) (hqr : q ≠ r) (hp : ∀ i, overlap (a i) (b p) = 0)
    (hq : ∀ i, overlap (a i) (b q) = 0) (hr : ∀ i, overlap (a i) (b r) = 0) :
    pairElement v a b = 0 := by
  have pigeon : ∀ u w : Fin N, (p = u ∨ p = w) → (q = u ∨ q = w) → (r = u ∨ r = w) →
      False := by
    clear hp hq hr
    intro u w h1 h2 h3
    rcases h1 with h1 | h1 <;> rcases h2 with h2 | h2 <;> rcases h3 with h3 | h3 <;>
      simp_all
  have hz : ∀ k l τ, k ≠ l → pairTerm v a b τ k l = 0 := by
    intro k l τ hkl
    by_contra hT
    -- an orthogonal orbital must sit on one of the two interacting particles
    have h : ∀ s, (∀ i, overlap (a i) (b s) = 0) → s = τ k ∨ s = τ l := by
      intro s hs
      by_contra hn
      have hn := not_or.mp hn
      refine hT (pairTerm_eq_zero v a b τ (m := τ.symm s) hkl
        (fun e => hn.1 (by rw [← e, τ.apply_symm_apply]))
        (fun e => hn.2 (by rw [← e, τ.apply_symm_apply])) ?_)
      rw [τ.apply_symm_apply]
      exact hs _
    exact pigeon _ _ (h p hp) (h q hq) (h r hr)
  rw [pairElement_eq]
  refine mul_eq_zero_of_right _ (Finset.sum_eq_zero fun k _ => Finset.sum_eq_zero fun l _ => ?_)
  by_cases hkl : k ≠ l
  · rw [if_pos hkl]
    exact Finset.sum_eq_zero fun τ _ => by rw [hz k l τ hkl, mul_zero]
  · rw [if_neg hkl]

end

end DoubleExcitation
```

```lean
#print axioms DoubleExcitation.double_excitation_rule
-- 'DoubleExcitation.double_excitation_rule' depends on axioms: [propext, Classical.choice, Quot.sound]
#print axioms DoubleExcitation.triple_excitation_vanishes
-- 'DoubleExcitation.triple_excitation_vanishes' depends on axioms: [propext, Classical.choice, Quot.sound]
```

## From relabelling to the surviving pairs

`slater_perm` and `pairEnergy_perm` supply the relabelling used in `symmetric_element`, where $N!$ cancels. `pairElement_eq` then splits $V$ into pairs. `pair_factor` proves the factorisation by pinning particles $k$ and $l$ at fixed points and turning a product of sums into a sum over configurations. `pairTerm_eq_zero` and `pairTerm_eq` treat spectator overlaps of zero and one.

In the main proof, `surv` constrains the spectators, `perms` leaves the identity and the swap, `hG` evaluates these two, and `hsum` selects the two ordered pairs. For triples, `pigeon` says that two interacting particles can't hold three distinct orbitals, so some spectator overlap vanishes.
